# In a two-site Hartree model without hopping or exchange, Roothaan iteration can oscillate between two densities that are not self-consistent

A density on two sites is given by two non-negative occupations with sum 1. The model is of Hartree type: the density is repelled by its own frozen copy, and no exchange term removes this self-interaction, as it would for a single particle in Hartree–Fock theory. There is no hopping or external potential, so the only energy is `U * (x 0 * y 0 + x 1 * y 1)` between a frozen density `x` and a new density `y`, with `U > 0`. Each Roothaan step chooses a `y` that minimises it. The theorem states that the sequence which puts the whole density on the first site at even steps and on the second at odd steps is such an iteration, that `(![1, 0], ![0, 1])` is a limit of its pairs of even iterate and successor, and that neither of these densities is a best response to itself. The attempt computes the interaction explicitly, checks the steps by parity, notes that the pairs are constant, and refutes self-consistency by comparing the energy `U` of staying with the energy 0 of moving to the other site.

The failing Lean file:

```lean
import Mathlib

open Filter Topology Matrix

namespace RoothaanLimitPairs

noncomputable section

variable {ι : Type*} [Fintype ι]

/-- The bilinear interaction energy of two lattice densities with kernel `K`. -/
def interaction (K : Matrix ι ι ℝ) (x y : ι → ℝ) : ℝ := x ⬝ᵥ K *ᵥ y

/-- The density `y` minimises `a + B(x, ·)` over the admissible set `C`:
it is a best response to the field of the frozen density `x`. -/
def IsResponse (C : Set (ι → ℝ)) (a : (ι → ℝ) → ℝ) (K : Matrix ι ι ℝ)
    (x y : ι → ℝ) : Prop :=
  y ∈ C ∧ ∀ z ∈ C, a y + interaction K x y ≤ a z + interaction K x z

/-- A Roothaan iteration: it starts in `C`, and each density is a best response
to the preceding one. -/
def IsRoothaan (C : Set (ι → ℝ)) (a : (ι → ℝ) → ℝ) (K : Matrix ι ι ℝ)
    (x : ℕ → ι → ℝ) : Prop :=
  x 0 ∈ C ∧ ∀ k, IsResponse C a K (x k) (x (k + 1))

/-- The pair `(p, q)` is a subsequential limit of the pairs of an even iterate
and its successor. -/
def IsLimitPair (x : ℕ → ι → ℝ) (p q : ι → ℝ) : Prop :=
  ∃ φ : ℕ → ℕ, StrictMono φ ∧
    Tendsto (fun j => (x (2 * φ j), x (2 * φ j + 1))) atTop (𝓝 (p, q))

/-- One particle on two sites, on the first site at even steps and on the second
at odd steps. -/
def sloshing (k : ℕ) : Fin 2 → ℝ := if Even k then ![1, 0] else ![0, 1]

/-- With on-site repulsion `U > 0` and `a = 0`, the sloshing sequence is a Roothaan
iteration on two sites, and neither density of its limit pair is a best response to itself. -/
theorem sloshing_not_self_consistent {U : ℝ} (hU : 0 < U) :
    IsRoothaan (stdSimplex ℝ (Fin 2)) (fun _ => 0) !![U, 0; 0, U] sloshing ∧
    IsLimitPair sloshing ![1, 0] ![0, 1] ∧
    ¬ IsResponse (stdSimplex ℝ (Fin 2)) (fun _ => 0) !![U, 0; 0, U] ![1, 0] ![1, 0] ∧
    ¬ IsResponse (stdSimplex ℝ (Fin 2)) (fun _ => 0) !![U, 0; 0, U] ![0, 1] ![0, 1] := by
  have hB : ∀ x y : Fin 2 → ℝ,
      interaction !![U, 0; 0, U] x y = U * (x 0 * y 0 + x 1 * y 1) := by
    intro x y
    simp [interaction, dotProduct, Matrix.mulVec, Fin.sum_univ_two]
    ring
  have hL : (![1, 0] : Fin 2 → ℝ) ∈ stdSimplex ℝ (Fin 2) :=
    ⟨fun i => by fin_cases i <;> simp, by simp [Fin.sum_univ_two]⟩
  have hR : (![0, 1] : Fin 2 → ℝ) ∈ stdSimplex ℝ (Fin 2) :=
    ⟨fun i => by fin_cases i <;> simp, by simp [Fin.sum_univ_two]⟩
  refine ⟨⟨if_pos (by simp) ▸ hL, fun k => ?_⟩, ⟨id, strictMono_id, ?_⟩, ?_, ?_⟩
  · -- the particle always moves to the empty site
    by_cases hk : Even k
    · have e1 : sloshing k = ![1, 0] := if_pos hk
      have e2 : sloshing (k + 1) = ![0, 1] :=
        if_neg (fun h => Nat.even_add_one.mp h hk)
      rw [e1, e2]
      refine ⟨hR, fun z hz => ?_⟩
      have h0 := mul_nonneg hU.le (hz.1 0)
      simp only [hB]
      simpa using h0
    · have e1 : sloshing k = ![0, 1] := if_neg hk
      have e2 : sloshing (k + 1) = ![1, 0] := if_pos (Nat.even_add_one.mpr hk)
      rw [e1, e2]
      refine ⟨hL, fun z hz => ?_⟩
      have h0 := mul_nonneg hU.le (hz.1 1)
      simp only [hB]
      simpa using h0
  · refine tendsto_const_nhds.congr fun j => ?_
    have e1 : sloshing (2 * id j) = ![1, 0] := if_pos (even_two_mul _)
    have e2 : sloshing (2 * id j + 1) = ![0, 1] :=
      if_neg (fun h => Nat.even_add_one.mp h (even_two_mul _))
    rw [e1, e2]
  · intro h
    have h1 := h.2 ![0, 1] hR
    simp only [hB] at h1
    norm_num at h1
    linarith
  · intro h
    have h1 := h.2 ![1, 0] hL
    simp only [hB] at h1
    norm_num at h1
    linarith

end

end RoothaanLimitPairs
```

Lean reports:

```
Main.lean:52:22: error: `simp` made no progress
```

This version goes through:

```diff
@@ -50,5 +50,9 @@
   have hR : (![0, 1] : Fin 2 → ℝ) ∈ stdSimplex ℝ (Fin 2) :=
     ⟨fun i => by fin_cases i <;> simp, by simp [Fin.sum_univ_two]⟩
-  refine ⟨⟨if_pos (by simp) ▸ hL, fun k => ?_⟩, ⟨id, strictMono_id, ?_⟩, ?_, ?_⟩
+  have hzero : sloshing 0 = ![1, 0] := if_pos ⟨0, rfl⟩
+  have hstart : sloshing 0 ∈ stdSimplex ℝ (Fin 2) := by
+    rw [hzero]
+    exact hL
+  refine ⟨⟨hstart, fun k => ?_⟩, ⟨id, strictMono_id, ?_⟩, ?_, ?_⟩
   · -- the particle always moves to the empty site
     by_cases hk : Even k
@@ -72,5 +76,5 @@
     have e2 : sloshing (2 * id j + 1) = ![0, 1] :=
       if_neg (fun h => Nat.even_add_one.mp h (even_two_mul _))
-    rw [e1, e2]
+    exact Prod.ext e1.symm e2.symm
   · intro h
     have h1 := h.2 ![0, 1] hR
```

Cause. The message points to the `simp` inside `if_pos (by simp) ▸ hL`, which was meant to show that the starting density lies in the simplex. `if_pos` needs a proof of the condition of an if-expression, but `▸` elaborates the equation on its left without using the goal to determine which if-expression is meant. The condition is therefore still an unknown proposition when `simp` runs, and `simp` has nothing to simplify.

The repair states the equation `sloshing 0 = ![1, 0]` as `hzero`. From this, Lean can unfold `sloshing` and find that the condition is `Even 0`, which `⟨0, rfl⟩` proves, since 0 = 0 + 0. `hstart` then rewrites with `hzero` and closes the goal with `hL`.

The other change, from `rw [e1, e2]` to `exact Prod.ext e1.symm e2.symm`, proves the same equality of pairs component by component. No message reports a fault in the old line, and the change plays no part in curing the reported error.
